# For radii 0 < a ≤ b and frequency w ≠ 0, the subtracted monopole Breit kernel exceeds its leading series term by at most (2/15)w²b³

When the photon frequency is small, my code for the frequency-dependent Breit interaction subtracts two nearly equal numbers and divides what is left by the square of the frequency. In the Coulomb gauge the interaction contains \((\cos(wr_{12})-1)/(w^2r_{12})\), where \(r_{12}\) is the distance between the electrons and \(w\) is the photon frequency divided by the speed of light. With \(a\) the smaller and \(b\) the larger radius, its monopole part is

\[
Q=\frac{1}{w^2}\left(\frac{\sin(wa)\cos(wb)}{wab}-\frac1b\right).
\]

At \(wb=10^{-8}\) the two terms in the bracket differ by a relative amount of order \(10^{-16}\), and double precision has nothing useful left. I would like to switch to the leading series term

\[
L=-\left(\frac{a^2}{6b}+\frac b2\right)
\]

and know what the switch costs. I believe that \(0\le Q-L\le\frac{2}{15}w^2b^3\). Can this be proved for every nonzero \(w\), not just asymptotically, and checked by machine?

## The error is a difference of two sine remainders

Yes. The bound holds as you state it, and its constant is the best possible. Write \(p=w(b+a)\) and \(m=w(b-a)\). The product formula gives

\[
\sin(wa)\cos(wb)=\tfrac12(\sin p-\sin m).
\]

For any function \(f\), let

\[
D[f]=\frac{f(p)-f(m)}{2w^3ab}.
\]

Then \(Q=D[\sin]-1/(w^2b)\). The odd powers that we need are

\[
D[x]=\frac1{w^2b},\qquad D[x^3/6]=\frac{6ab^2+2a^3}{12ab}=\frac b2+\frac{a^2}{6b}=-L,
\]

\[
D[x^5/120]=\frac{w^2(5b^4+10a^2b^2+a^4)}{120b}=:T_5,
\]

\[
D[x^7/5040]=\frac{w^4(7b^6+35a^2b^4+21a^4b^2+a^6)}{5040b}=:T_7.
\]

Now define the sine remainders, with alternating sign:

\[
r_3=\sin x-x+\tfrac{x^3}{6},\qquad r_5=\tfrac{x^5}{120}-r_3,\qquad r_7=\tfrac{x^7}{5040}-r_5.
\]

The linear term of the sine cancels the static \(1/b\), and the cubic term produces \(L\). What remains is

\[
Q-L=D[r_3]=T_5-D[r_5]=T_5-T_7+D[r_7].
\]

All three remainders are increasing on the whole line:

- \(r_3'=\cos x-1+x^2/2\ge0\), the familiar lower bound on the cosine.
- \(r_5'=1-x^2/2+x^4/24-\cos x\) vanishes at zero and has derivative \(r_3\). Since \(r_3\) is increasing with \(r_3(0)=0\), it has the sign of \(x\). So \(r_5'\) falls to zero at the origin and rises afterwards, which makes it nonnegative.
- \(r_7'=\cos x-1+x^2/2-x^4/24+x^6/720\) vanishes at zero and has derivative \(r_5\), so the same reasoning applies.

Because \(p-m=2wa\) has the sign of \(w\), and so has \(w^3\), an increasing \(f\) gives \(D[f]\ge0\) for either sign of the frequency. Hence

\[
0\le Q-L\le T_5,\qquad Q-L\ge T_5-T_7.
\]

So far the order of the radii has played no part. If \(a\le b\), then

\[
16b^4-(5b^4+10a^2b^2+a^4)=(b^2-a^2)(11b^2+a^2)\ge0,
\]

so \(T_5\le\frac{16}{120}w^2b^3=\frac2{15}w^2b^3\).

The constant is attained in the limit of small \(wb\) at coincident radii. For \(a=b\) the lower bound reads

\[
Q-L\ge w^2b^3\left(\tfrac{2}{15}-\tfrac{4}{315}(wb)^2\right),
\]

so a constant \(c\) that works for all nonzero \(w\) must satisfy \(c\ge\frac2{15}-\frac4{315}(wb)^2\) for every such \(w\), and therefore \(c\ge\frac2{15}\).

For a weighted sum over pairs of radii inside a radius \(R\), the triangle inequality and \(b_i^3\le R^3\) give

\[
\Big|\sum_i q_i(Q_i-L_i)\Big|\le\tfrac2{15}w^2R^3\sum_i|q_i|.
\]

## The Lean file

```lean
import Mathlib

open Finset

namespace FrequencyDependentBreit

noncomputable section

/-- The expression `sin(wa) cos(wb) / (wab)`. For nonzero frequency `w` and radii `0 < a ≤ b` it is
the monopole radial kernel of the frequency-dependent photon interaction. -/
def monopoleKernel (w a b : ℝ) : ℝ := Real.sin (w * a) * Real.cos (w * b) / (w * a * b)

/-- Gauge kernel: `monopoleKernel` minus its static limit `1/b`, divided by `w²`, for nonzero `w`,
`a`, `b`. -/
def gaugeKernel (w a b : ℝ) : ℝ := (monopoleKernel w a b - 1 / b) / w ^ 2

/-- Leading term of the small-frequency series of `gaugeKernel`, for nonzero `a` and `b`. -/
def retardationTerm (a b : ℝ) : ℝ := -(a ^ 2 / (6 * b) + b / 2)

/-- Sine minus its cubic Taylor polynomial. -/
def rem3 (x : ℝ) : ℝ := Real.sin x - x + x ^ 3 / 6

/-- The quintic Taylor polynomial of sine minus sine. -/
def rem5 (x : ℝ) : ℝ := x - x ^ 3 / 6 + x ^ 5 / 120 - Real.sin x

/-- Sine minus its seventh-order Taylor polynomial. -/
def rem7 (x : ℝ) : ℝ := Real.sin x - x + x ^ 3 / 6 - x ^ 5 / 120 + x ^ 7 / 5040

/-- A function that vanishes at the origin, and whose derivative is nondecreasing and vanishes there
too, is nonnegative everywhere. -/
theorem nonneg_of_monotone_deriv {f g : ℝ → ℝ} (hf : ∀ x, HasDerivAt f (g x) x)
    (hg : Monotone g) (g0 : g 0 = 0) (f0 : f 0 = 0) (x : ℝ) : 0 ≤ f x := by
  have hc : Continuous f := continuous_iff_continuousAt.2 fun y => (hf y).continuousAt
  rcases lt_trichotomy x 0 with hx | hx | hx
  · obtain ⟨c, hc1, hc2⟩ := exists_hasDerivAt_eq_slope f g hx hc.continuousOn
      (fun y _ => hf y)
    have h1 : g c ≤ 0 := g0 ▸ hg hc1.2.le
    rw [f0, eq_div_iff (by linarith)] at hc2
    nlinarith [mul_nonneg_of_nonpos_of_nonpos h1 hx.le]
  · rw [hx, f0]
  · obtain ⟨c, hc1, hc2⟩ := exists_hasDerivAt_eq_slope f g hx hc.continuousOn
      (fun y _ => hf y)
    have h1 : 0 ≤ g c := g0 ▸ hg hc1.1.le
    rw [f0, eq_div_iff (by linarith)] at hc2
    nlinarith [mul_nonneg h1 hx.le]

/-- The remainder of sine after the cubic term is monotone on the whole line. -/
theorem rem3_monotone : Monotone rem3 := by
  have h : ∀ x, HasDerivAt rem3 (Real.cos x - 1 + x ^ 2 / 2) x := fun x => by
    have h1 := ((Real.hasDerivAt_sin x).fun_sub (hasDerivAt_id' x)).fun_add
      ((hasDerivAt_pow 3 x).div_const 6)
    refine h1.congr_deriv ?_
    simp only [Nat.cast_ofNat, Nat.reduceSub]
    ring
  refine monotone_of_deriv_nonneg (fun x => (h x).differentiableAt) fun x => ?_
  rw [(h x).deriv]
  linarith [Real.one_sub_sq_div_two_le_cos (x := x)]

/-- The quintic Taylor polynomial of sine minus sine is monotone on the whole line. -/
theorem rem5_monotone : Monotone rem5 := by
  -- the derivative is a cosine remainder, whose own derivative is `rem3`
  have hcos : ∀ x : ℝ, 0 ≤ 1 - x ^ 2 / 2 + x ^ 4 / 24 - Real.cos x := fun x =>
    nonneg_of_monotone_deriv (f := fun x => 1 - x ^ 2 / 2 + x ^ 4 / 24 - Real.cos x)
      (g := rem3) (fun y => by
        have h1 := (((hasDerivAt_const y (1 : ℝ)).fun_sub
          ((hasDerivAt_pow 2 y).div_const 2)).fun_add
          ((hasDerivAt_pow 4 y).div_const 24)).fun_sub (Real.hasDerivAt_cos y)
        refine h1.congr_deriv ?_
        simp only [Nat.cast_ofNat, Nat.reduceSub, rem3]
        ring) rem3_monotone (by simp [rem3]) (by simp) x
  have h : ∀ x, HasDerivAt rem5 (1 - x ^ 2 / 2 + x ^ 4 / 24 - Real.cos x) x := fun x => by
    have h1 := (((hasDerivAt_id' x).fun_sub ((hasDerivAt_pow 3 x).div_const 6)).fun_add
      ((hasDerivAt_pow 5 x).div_const 120)).fun_sub (Real.hasDerivAt_sin x)
    refine h1.congr_deriv ?_
    simp only [Nat.cast_ofNat, Nat.reduceSub]
    ring
  refine monotone_of_deriv_nonneg (fun x => (h x).differentiableAt) fun x => ?_
  rw [(h x).deriv]
  exact hcos x

/-- The remainder of sine after the seventh-order term is monotone on the whole line. -/
theorem rem7_monotone : Monotone rem7 := by
  have hcos : ∀ x : ℝ, 0 ≤ Real.cos x - 1 + x ^ 2 / 2 - x ^ 4 / 24 + x ^ 6 / 720 := fun x =>
    nonneg_of_monotone_deriv
      (f := fun x => Real.cos x - 1 + x ^ 2 / 2 - x ^ 4 / 24 + x ^ 6 / 720)
      (g := rem5) (fun y => by
        have h1 := ((((Real.hasDerivAt_cos y).fun_sub (hasDerivAt_const y (1 : ℝ))).fun_add
          ((hasDerivAt_pow 2 y).div_const 2)).fun_sub
          ((hasDerivAt_pow 4 y).div_const 24)).fun_add ((hasDerivAt_pow 6 y).div_const 720)
        refine h1.congr_deriv ?_
        simp only [Nat.cast_ofNat, Nat.reduceSub, rem5]
        ring) rem5_monotone (by simp [rem5]) (by simp) x
  have h : ∀ x, HasDerivAt rem7
      (Real.cos x - 1 + x ^ 2 / 2 - x ^ 4 / 24 + x ^ 6 / 720) x := fun x => by
    have h1 := ((((Real.hasDerivAt_sin x).fun_sub (hasDerivAt_id' x)).fun_add
      ((hasDerivAt_pow 3 x).div_const 6)).fun_sub
      ((hasDerivAt_pow 5 x).div_const 120)).fun_add ((hasDerivAt_pow 7 x).div_const 5040)
    refine h1.congr_deriv ?_
    simp only [Nat.cast_ofNat, Nat.reduceSub]
    ring
  refine monotone_of_deriv_nonneg (fun x => (h x).differentiableAt) fun x => ?_
  rw [(h x).deriv]
  exact hcos x

/-- For a nondecreasing function, positive radii and nonzero frequency of either sign, the scaled
difference between its values at `w(b+a)` and `w(b-a)` is nonnegative. -/
theorem phase_difference_nonneg {f : ℝ → ℝ} (hf : Monotone f) {w a b : ℝ}
    (ha : 0 < a) (hb : 0 < b) (hw : w ≠ 0) :
    0 ≤ (f (w * (b + a)) - f (w * (b - a))) / w / (2 * w ^ 2 * a * b) := by
  refine div_nonneg ?_ (by positivity)
  rcases lt_or_gt_of_ne hw with h | h
  · have := mul_neg_of_neg_of_pos h ha
    exact div_nonneg_of_nonpos (sub_nonpos.2 (hf (by linarith))) h.le
  · have := mul_pos h ha
    exact div_nonneg (sub_nonneg.2 (hf (by linarith))) h.le

/-- For positive radii in any order and nonzero frequency, the error of the leading term is
nonnegative, at most the next series term, and at least the sum of the next two series terms, the
second of which is negative. -/
theorem gaugeKernel_enclosure {w a b : ℝ} (ha : 0 < a) (hb : 0 < b) (hw : w ≠ 0) :
    0 ≤ gaugeKernel w a b - retardationTerm a b ∧
    gaugeKernel w a b - retardationTerm a b ≤
      w ^ 2 * (5 * b ^ 4 + 10 * a ^ 2 * b ^ 2 + a ^ 4) / (120 * b) ∧
    w ^ 2 * (5 * b ^ 4 + 10 * a ^ 2 * b ^ 2 + a ^ 4) / (120 * b) -
      w ^ 4 * (7 * b ^ 6 + 35 * a ^ 2 * b ^ 4 + 21 * a ^ 4 * b ^ 2 + a ^ 6) / (5040 * b) ≤
      gaugeKernel w a b - retardationTerm a b := by
  have ha' := ha.ne'
  have hb' := hb.ne'
  -- the addition theorem splits the two phases
  have hs : Real.sin (w * (b + a)) = Real.sin (w * b) * Real.cos (w * a) +
      Real.cos (w * b) * Real.sin (w * a) := by rw [mul_add, Real.sin_add]
  have hd : Real.sin (w * (b - a)) = Real.sin (w * b) * Real.cos (w * a) -
      Real.cos (w * b) * Real.sin (w * a) := by rw [mul_sub, Real.sin_sub]
  have h3 := phase_difference_nonneg rem3_monotone ha hb hw
  have h5 := phase_difference_nonneg rem5_monotone ha hb hw
  have h7 := phase_difference_nonneg rem7_monotone ha hb hw
  simp only [rem3, rem5, rem7, hs, hd] at h3 h5 h7
  simp only [gaugeKernel, monopoleKernel, retardationTerm]
  generalize Real.sin (w * a) = S at *
  generalize Real.cos (w * b) = C at *
  generalize Real.sin (w * b) = S' at *
  generalize Real.cos (w * a) = C' at *
  refine ⟨h3.trans_eq ?_, sub_nonneg.1 (h5.trans_eq ?_), sub_nonneg.1 (h7.trans_eq ?_)⟩
  all_goals
    field_simp
    ring

/-- For `0 < a ≤ b` and nonzero frequency, the gauge kernel exceeds its leading series term
by an amount between zero and `(2/15) w² b³`. -/
theorem gaugeKernel_error_bound {w a b : ℝ} (ha : 0 < a) (hab : a ≤ b) (hw : w ≠ 0) :
    0 ≤ gaugeKernel w a b - retardationTerm a b ∧
    gaugeKernel w a b - retardationTerm a b ≤ 2 / 15 * w ^ 2 * b ^ 3 := by
  have hb : 0 < b := ha.trans_le hab
  obtain ⟨h1, h2, -⟩ := gaugeKernel_enclosure ha hb hw
  refine ⟨h1, h2.trans ?_⟩
  have hsq : a ^ 2 ≤ b ^ 2 := pow_le_pow_left₀ ha.le hab 2
  have hp : 5 * b ^ 4 + 10 * a ^ 2 * b ^ 2 + a ^ 4 ≤ 16 * b ^ 4 := by
    nlinarith [mul_nonneg (sub_nonneg.2 hsq) (by positivity : 0 ≤ 11 * b ^ 2 + a ^ 2)]
  rw [div_le_iff₀ (by positivity)]
  linarith [mul_le_mul_of_nonneg_left hp (sq_nonneg w)]

/-- The constant `2/15` is optimal: at any fixed coincident radii `a = b > 0`, an upper bound
`c w² b³` on the gauge kernel minus its leading term, valid for all nonzero frequencies, requires
`c ≥ 2/15`. -/
theorem error_constant_optimal {b c : ℝ} (hb : 0 < b)
    (h : ∀ w : ℝ, w ≠ 0 →
      gaugeKernel w b b - retardationTerm b b ≤ c * w ^ 2 * b ^ 3) : 2 / 15 ≤ c := by
  by_contra hc
  have hδ : 0 < 2 / 15 - c := by linarith [not_le.1 hc]
  -- choose the frequency with `(w b)² = 2/15 - c`
  obtain ⟨w, hw, hwb⟩ : ∃ w : ℝ, w ≠ 0 ∧ w ^ 2 * b ^ 2 = 2 / 15 - c := by
    refine ⟨Real.sqrt (2 / 15 - c) / b, (div_pos (Real.sqrt_pos.2 hδ) hb).ne', ?_⟩
    rw [div_pow, Real.sq_sqrt hδ.le, div_mul_cancel₀ _ (pow_ne_zero 2 hb.ne')]
  have h1 := (gaugeKernel_enclosure hb hb hw).2.2.trans (h w hw)
  have e : w ^ 2 * (5 * b ^ 4 + 10 * b ^ 2 * b ^ 2 + b ^ 4) / (120 * b) -
      w ^ 4 * (7 * b ^ 6 + 35 * b ^ 2 * b ^ 4 + 21 * b ^ 4 * b ^ 2 + b ^ 6) / (5040 * b) =
      w ^ 2 * b ^ 3 * (2 / 15 - 4 / 315 * (w ^ 2 * b ^ 2)) := by
    have hb' := hb.ne'
    field_simp
    ring
  rw [e, hwb, show c * w ^ 2 * b ^ 3 = w ^ 2 * b ^ 3 * c by ring] at h1
  have h2 := le_of_mul_le_mul_left h1 (by positivity)
  linarith

/-- In a weighted sum over pairs of radii `0 < a ≤ b ≤ R` at nonzero frequency, replacing the
gauge kernel by its leading term costs at most `(2/15) w² R³` times the sum of the absolute
weights. -/
theorem radial_sum_error {ι : Type*} (s : Finset ι) (q a b : ι → ℝ) {w R : ℝ}
    (ha : ∀ i ∈ s, 0 < a i) (hab : ∀ i ∈ s, a i ≤ b i) (hR : ∀ i ∈ s, b i ≤ R)
    (hw : w ≠ 0) :
    |∑ i ∈ s, q i * gaugeKernel w (a i) (b i) - ∑ i ∈ s, q i * retardationTerm (a i) (b i)|
      ≤ 2 / 15 * w ^ 2 * R ^ 3 * ∑ i ∈ s, |q i| := by
  rw [← Finset.sum_sub_distrib, Finset.mul_sum]
  refine (Finset.abs_sum_le_sum_abs _ _).trans (Finset.sum_le_sum fun i hi => ?_)
  obtain ⟨h1, h2⟩ := gaugeKernel_error_bound (ha i hi) (hab i hi) hw
  have h3 : b i ^ 3 ≤ R ^ 3 :=
    pow_le_pow_left₀ ((ha i hi).le.trans (hab i hi)) (hR i hi) 3
  have h4 := h2.trans (mul_le_mul_of_nonneg_left h3 (by positivity : 0 ≤ 2 / 15 * w ^ 2))
  rw [← mul_sub, abs_mul, abs_of_nonneg h1, mul_comm]
  exact mul_le_mul_of_nonneg_right h4 (abs_nonneg _)

end

end FrequencyDependentBreit
```

```lean
#print axioms FrequencyDependentBreit.gaugeKernel_error_bound
-- 'FrequencyDependentBreit.gaugeKernel_error_bound' depends on axioms: [propext, Classical.choice, Quot.sound]
#print axioms FrequencyDependentBreit.error_constant_optimal
-- 'FrequencyDependentBreit.error_constant_optimal' depends on axioms: [propext, Classical.choice, Quot.sound]
#print axioms FrequencyDependentBreit.radial_sum_error
-- 'FrequencyDependentBreit.radial_sum_error' depends on axioms: [propext, Classical.choice, Quot.sound]
```

## What the theorems say about the kernel

The frequency and the radii are real numbers. `monopoleKernel w a b` is \(\sin(wa)\cos(wb)/(wab)\), `gaugeKernel w a b` is \(Q\), and `retardationTerm a b` is \(L\). These formulas are taken as definitions; the file does not derive them from the multipole expansion or from quantum electrodynamics.

`gaugeKernel_error_bound` is your claim, with the hypotheses `0 < a`, `a ≤ b` and `w ≠ 0`. `gaugeKernel_enclosure` is the two-sided estimate with \(T_5\) and \(T_7\), for positive radii in any order. `error_constant_optimal` fixes one radius \(b>0\), sets \(a=b\), and says that any `c` valid for all nonzero frequencies is at least `2 / 15`.

In `radial_sum_error`, the finite set `s` labels pairs of radii, and the real weights `q i` may have either sign. They can hold quadrature weights multiplied by orbital products or by derivatives of these. All pairs share one frequency.

For atomic-structure codes this gives an error budget for the switch at small orbital-energy differences, restricted to the monopole kernel on a finite radial grid. In the Breit interaction two gradients act on this kernel. The estimate bounds the kernel itself and not its radial derivatives, so it applies once integration by parts has moved the gradients onto the orbital products. It covers neither higher multipoles, nor quadrature error, nor floating-point rounding.

The hypothesis `a ≤ b` matters for the upper bound. Take \(w=1\), \(b=1\), \(a=2\). Then \(Q=\frac12\sin2\cos1-1\approx-0.754\) and \(L=-\frac76\), so \(Q-L\approx0.412\), well above \(\frac2{15}\approx0.133\). Swapped arguments in a code would therefore lose the guarantee.

## From monotone remainders to the bounds in Lean

`nonneg_of_monotone_deriv` is the step that climbs from one remainder to the next. By the mean value theorem, \(f(x)=g(c)\,x\) for some \(c\) between \(0\) and \(x\), and monotonicity gives \(g(c)\) the same sign as \(x\) or makes it zero. The proof treats negative, zero and positive \(x\) separately.

`rem3_monotone` computes the derivative of \(r_3\) and uses Mathlib's lower bound on the cosine. `rem5_monotone` and `rem7_monotone` first prove the cosine inequality `hcos`, by applying `nonneg_of_monotone_deriv` with `rem3` and `rem5`, respectively, as the derivative, and then identify that cosine remainder as the derivative of the sine remainder.

`phase_difference_nonneg` is the statement \(D[f]\ge0\), with a case split on the sign of `w`.

In `gaugeKernel_enclosure` this lemma is applied to all three remainders. The addition theorem expands the sines at \(p\) and \(m\), which is the product formula read backwards. The `generalize` steps then replace the sines and cosines by plain letters, so that each of the three claims becomes an identity between rational expressions. `field_simp` and `ring` verify these identities, which are the evaluations of \(D\) on powers given above.

`gaugeKernel_error_bound` adds the polynomial inequality, and `nlinarith` receives the product \((b^2-a^2)(11b^2+a^2)\) as its hint. `error_constant_optimal` replaces the limit by a single frequency. If \(c<\frac2{15}\), it chooses \((wb)^2=\delta=\frac2{15}-c\), and the lower bound then forces \(\delta\le\frac4{315}\delta\), which is impossible for \(\delta>0\). `radial_sum_error` is the triangle inequality followed by a termwise comparison.

## Keeping one more series term

The same enclosure also serves a more accurate switch. If you use \(L+T_5\) in place of \(L\), then \(-T_7\le Q-(L+T_5)\le0\). For \(a\le b\) the polynomial in brackets in \(T_7\) is at most \(64b^6\), so the error is at most \(\frac{4}{315}w^4b^5\) in absolute value. This corollary takes one more polynomial inequality, which the file leaves unstated.
